# The X2C renormalisation matrix carries a positive definite relativistic metric into the nonrelativistic overlap

In an exact two-component (X2C) calculation, the relativistic one-electron matrix is converted before it takes the place of the nonrelativistic one. The orbitals are then orthonormalised with the ordinary overlap matrix $S$, whereas the relativistic matrix at first comes with a different metric $N$. The conversion multiplies by a matrix $R$ on the right and by $R^\dagger$ on the left. When $S$ and $N$ are positive definite, the converted matrix has the same eigenvalues with metric $S$ as the original one has with metric $N$.

## Two metrics for one large component

Let $v$ hold the expansion coefficients of the large component of an electronic solution of the Dirac matrix equation. X2C obtains the small-component coefficients as $Xv$, with a decoupling matrix $X$. In atomic units, let $\tau$ be the kinetic energy matrix and $c$ the speed of light. The basis is kinetically balanced: each large-component function $\chi$ is paired with the small-component function $(\boldsymbol\sigma\cdot\mathbf p)\chi/(2c)$, where $\boldsymbol\sigma$ stands for the Pauli matrices and $\mathbf p$ for the momentum operator. The squared norm of the full spinor is then

$$v^\dagger N v,\qquad N = S + \frac{1}{2c^2}X^\dagger \tau X .$$

The second term is the weight of the small component. It is never negative, so $N$ is positive definite whenever $S$ is, and $S$ is positive definite when the basis functions are linearly independent. The energies $E$ follow from $Lv = E\,Nv$, where $L$ is the relativistic one-electron matrix after elimination of the small component.

In the Lean development, `S`, `N` and `L` are complex matrices indexed by a finite type `n`, which labels the basis functions, spin included where needed. The theorems take any positive definite `S` and `N`. The step from there to a real molecule is the decoupling itself: that $X$ has been found, and that the resulting $L$ and $N$ reproduce the electronic solutions of the Dirac matrix equation, is an input.

```lean
import Mathlib

open Matrix
open scoped ComplexOrder MatrixOrder

namespace X2CRenormalisation

noncomputable section

variable {n : Type*} [Fintype n] [DecidableEq n]
```

## The metric in an orthonormalised basis

Symmetric orthonormalisation with $S^{-1/2}$ turns the overlap into the identity and the relativistic metric into

$$T = S^{-1/2} N S^{-1/2}.$$

The letter $T$ denotes this matrix throughout, not the kinetic energy.

```lean
/-- The relativistic metric in the symmetrically orthonormalised basis,
`T = S^(-1/2) N S^(-1/2)`, for a positive definite overlap `S`. -/
def orthoMetric (S N : Matrix n n ℂ) : Matrix n n ℂ :=
  (CFC.sqrt S)⁻¹ * N * (CFC.sqrt S)⁻¹
```

Here `CFC.sqrt S` is Mathlib's positive square root and `⁻¹` is the matrix inverse. The root is thus a specific matrix given by Mathlib's definition, not a postulated one.

In the orthonormalised basis the metric $T$ is removed by $T^{-1/2}$. Going back to the original basis gives the renormalisation matrix

$$R = S^{-1/2}\, T^{-1/2}\, S^{1/2}.$$

```lean
/-- The X2C renormalisation matrix `R = S^(-1/2) T^(-1/2) S^(1/2)`, for positive definite
`S` and `N`. -/
def renorm (S N : Matrix n n ℂ) : Matrix n n ℂ :=
  (CFC.sqrt S)⁻¹ * (CFC.sqrt (orthoMetric S N))⁻¹ * CFC.sqrt S
```

The definition `renorm S N` is this product, factor by factor. Both definitions accept arbitrary matrices, but they have the intended meaning only under the positivity hypotheses that every theorem below carries.

## Inverses, roots and congruences

A positive definite matrix $A$ has no zero eigenvalue, so its determinant is nonzero and $AA^{-1} = A^{-1}A = 1$.

```lean
/-- A positive definite matrix is inverted by its matrix inverse on both sides. -/
lemma inv_spec {A : Matrix n n ℂ} (hA : A.PosDef) : A * A⁻¹ = 1 ∧ A⁻¹ * A = 1 := by
  have h := (Matrix.isUnit_iff_isUnit_det A).1 hA.isUnit
  exact ⟨Matrix.mul_nonsing_inv A h, Matrix.nonsing_inv_mul A h⟩
```

In Mathlib, `PosDef` means that the matrix is Hermitian and that its quadratic form is positive on every nonzero vector. The lemma supplies the two rules by which a matrix and its inverse cancel in the calculations below.

Next, let $A = S^{1/2}$ be the positive semidefinite root, with $A^2 = S$. Then $(\det A)^2 = \det S \neq 0$, so $A$ is invertible. A positive semidefinite invertible matrix is positive definite.

```lean
/-- The square root of a positive definite matrix is positive definite and squares to it. -/
lemma sqrt_spec {S : Matrix n n ℂ} (hS : S.PosDef) :
    (CFC.sqrt S).PosDef ∧ CFC.sqrt S * CFC.sqrt S = S := by
  have h : CFC.sqrt S * CFC.sqrt S = S :=
    CFC.sqrt_mul_sqrt_self S (Matrix.nonneg_iff_posSemidef.2 hS.posSemidef)
  have h0 : (CFC.sqrt S).PosSemidef := Matrix.nonneg_iff_posSemidef.1 (CFC.sqrt_nonneg S)
  have hd : IsUnit ((CFC.sqrt S).det * (CFC.sqrt S).det) := by
    rw [← Matrix.det_mul, h]
    exact (Matrix.isUnit_iff_isUnit_det S).1 hS.isUnit
  exact ⟨h0.posDef_iff_isUnit.2
    ((Matrix.isUnit_iff_isUnit_det _).2 (isUnit_of_mul_isUnit_left hd)), h⟩
```

The statement `h` is $A^2=S$, `h0` is semidefiniteness, and `hd` is the determinant argument.

If $M$ and $C$ are positive definite and $x \neq 0$, then $Cx \neq 0$, and since $C^\dagger = C$,

$$x^\dagger C M C x = (Cx)^\dagger M (Cx) > 0 .$$

```lean
/-- If `M` and `C` are positive definite, so is `C M C`. -/
lemma posDef_congr {M C : Matrix n n ℂ} (hM : M.PosDef) (hC : C.PosDef) :
    (C * M * C).PosDef := by
  have h := hM.conjTranspose_mul_mul_same (Matrix.mulVec_injective_of_isUnit hC.isUnit)
  rwa [hC.isHermitian.eq] at h
```

With $M = N$ and $C = S^{-1/2}$ this shows that $T$ is positive definite, so $T^{1/2}$ and its inverse are available.

## Renormalisation restores the overlap

Write $A = S^{1/2}$ and $B = T^{1/2}$, so that $R = A^{-1}B^{-1}A$. Both matrices are Hermitian, hence $R^\dagger = A B^{-1} A^{-1}$, and

$$R^\dagger N R = A B^{-1}\,(A^{-1} N A^{-1})\,B^{-1} A = A B^{-1}\, B^2\, B^{-1} A = A^2 = S .$$

```lean
/-- For positive definite `S` and `N`, renormalisation carries the relativistic metric
into the nonrelativistic overlap: `R† N R = S`. -/
theorem renorm_metric {S N : Matrix n n ℂ} (hS : S.PosDef) (hN : N.PosDef) :
    (renorm S N)ᴴ * N * renorm S N = S := by
  obtain ⟨hA, hAA⟩ := sqrt_spec hS
  obtain ⟨hB, hBB⟩ := sqrt_spec (S := orthoMetric S N) (posDef_congr hN hA.inv)
  unfold renorm
  set B := CFC.sqrt (orthoMetric S N)
  unfold orthoMetric at hBB
  set A := CFC.sqrt S
  have hR : (A⁻¹ * B⁻¹ * A)ᴴ = A * B⁻¹ * A⁻¹ := by
    rw [conjTranspose_mul, conjTranspose_mul, hA.isHermitian.eq, hA.inv.isHermitian.eq,
      hB.inv.isHermitian.eq, mul_assoc]
  rw [hR]
  -- the metric appears in the orthonormalised basis, where it is `B * B`
  calc A * B⁻¹ * A⁻¹ * N * (A⁻¹ * B⁻¹ * A)
      = A * B⁻¹ * (A⁻¹ * N * A⁻¹) * B⁻¹ * A := by simp only [mul_assoc]
    _ = A * B⁻¹ * (B * B) * B⁻¹ * A := by rw [hBB]
    _ = A * (B⁻¹ * B) * (B * B⁻¹) * A := by simp only [mul_assoc]
    _ = A * A := by rw [(inv_spec hB).1, (inv_spec hB).2, mul_one, mul_one]
    _ = S := hAA
```

The symbol `ᴴ` is the conjugate transpose, written $\dagger$ here. The Lean proof uses the same letters `A` and `B`; `hR` is the formula for $R^\dagger$, and the `calc` block is the chain above with the brackets moved explicitly.

For orbitals the identity says that if $v = Rw$, then $v^\dagger N v = w^\dagger S w$. An orbital normalised with the nonrelativistic overlap, $w^\dagger S w = 1$, therefore represents a large component whose full spinor has norm one.

## The square of the renormalisation matrix

Undoing the orthonormalisation gives $N = A B^2 A$. In the product with $R^2$ the inner factors cancel in turn:

$$N R^2 = A B^2 A \cdot A^{-1}B^{-1}A \cdot A^{-1}B^{-1}A = A B^2 B^{-2} A = A^2 = S .$$

Multiplication by $N^{-1}$ from the left yields $R^2 = N^{-1}S$.

```lean
/-- For positive definite `S` and `N`, the renormalisation matrix is a square root of
`N⁻¹ S`. -/
theorem renorm_sq {S N : Matrix n n ℂ} (hS : S.PosDef) (hN : N.PosDef) :
    renorm S N ^ 2 = N⁻¹ * S := by
  obtain ⟨hA, hAA⟩ := sqrt_spec hS
  obtain ⟨hB, hBB⟩ := sqrt_spec (S := orthoMetric S N) (posDef_congr hN hA.inv)
  unfold renorm
  set B := CFC.sqrt (orthoMetric S N)
  unfold orthoMetric at hBB
  set A := CFC.sqrt S
  -- the metric recovered from its orthonormalised form
  have hN' : A * (B * B) * A = N := by
    calc A * (B * B) * A = A * (A⁻¹ * N * A⁻¹) * A := by rw [hBB]
      _ = (A * A⁻¹) * N * (A⁻¹ * A) := by simp only [mul_assoc]
      _ = N := by rw [(inv_spec hA).1, (inv_spec hA).2, one_mul, mul_one]
  have key : A * (B * B) * A * (A⁻¹ * B⁻¹ * A * (A⁻¹ * B⁻¹ * A)) = A * A := by
    calc _ = A * (B * (B * (A * A⁻¹) * B⁻¹) * (A * A⁻¹) * B⁻¹) * A := by
          simp only [mul_assoc]
      _ = A * A := by simp only [(inv_spec hA).1, (inv_spec hB).1, mul_one]
  rw [hN', hAA] at key
  rw [sq]
  calc A⁻¹ * B⁻¹ * A * (A⁻¹ * B⁻¹ * A)
      = N⁻¹ * N * (A⁻¹ * B⁻¹ * A * (A⁻¹ * B⁻¹ * A)) := by rw [(inv_spec hN).2, one_mul]
    _ = N⁻¹ * (N * (A⁻¹ * B⁻¹ * A * (A⁻¹ * B⁻¹ * A))) := mul_assoc _ _ _
    _ = N⁻¹ * S := by rw [key]
```

In the proof, `hN'` recovers $N$ from $B^2$, `key` is the cancellation, and the last `calc` multiplies by $N^{-1}$. The result accounts for the compact notation $R = (S^{-1}N)^{-1/2}$. Since $S^{-1}N$ is in general not Hermitian, that notation needs an interpretation, and the definition through $T$ provides one that uses only roots of positive definite matrices.

## Which solution of the metric condition is meant

The condition $R^\dagger N R = S$ alone leaves a freedom: if $R$ satisfies it, so does $RU$ for every $U$ with $U^\dagger S U = S$. Such a $U$ rotates the orbitals among themselves without changing their overlaps. The X2C choice has the additional property that

$$S R = A^2 A^{-1} B^{-1} A = A B^{-1} A$$

is positive definite, by the congruence argument with $M = B^{-1}$ and $C = A$.

```lean
/-- For positive definite `S` and `N`, the product `S R` is positive definite. -/
theorem overlap_mul_renorm_posDef {S N : Matrix n n ℂ} (hS : S.PosDef) (hN : N.PosDef) :
    (S * renorm S N).PosDef := by
  obtain ⟨hA, hAA⟩ := sqrt_spec hS
  obtain ⟨hB, -⟩ := sqrt_spec (S := orthoMetric S N) (posDef_congr hN hA.inv)
  unfold renorm
  set B := CFC.sqrt (orthoMetric S N)
  set A := CFC.sqrt S
  have h : A * A * (A⁻¹ * B⁻¹ * A) = A * B⁻¹ * A := by
    calc _ = A * (A * A⁻¹) * B⁻¹ * A := by simp only [mul_assoc]
      _ = A * B⁻¹ * A := by rw [(inv_spec hA).1, mul_one]
  rw [hAA] at h
  rw [h]
  exact posDef_congr hB.inv hA
```

In physical terms, $R$ is self-adjoint and positive with respect to the inner product $u^\dagger S w$. It rescales along directions orthogonal in that inner product and adds no rotation.

To see that this property fixes $R$, consider positive definite $K$, $P$ and $Q$ with $PKP = QKQ$. Let $k = K^{1/2}$. Then

$$(kPk)^2 = k\,PKP\,k = k\,QKQ\,k = (kQk)^2 .$$

Both $kPk$ and $kQk$ are positive definite, and a positive semidefinite matrix has only one positive semidefinite square root. Hence $kPk = kQk$, and removing $k$ on both sides gives $P = Q$.

```lean
/-- For positive definite `K`, `P` and `Q`, the equality `P K P = Q K Q` forces `P = Q`. -/
theorem quadratic_unique {K P Q : Matrix n n ℂ} (hK : K.PosDef) (hP : P.PosDef)
    (hQ : Q.PosDef) (h : P * K * P = Q * K * Q) : P = Q := by
  obtain ⟨k, hk, hkk⟩ : ∃ k : Matrix n n ℂ, k.PosDef ∧ k * k = K := ⟨_, sqrt_spec hK⟩
  have hsq : ∀ M : Matrix n n ℂ, k * M * k * (k * M * k) = k * (M * K * M) * k := by
    intro M
    rw [← hkk]
    simp only [mul_assoc]
  have hroot : ∀ M : Matrix n n ℂ, M.PosDef →
      CFC.sqrt (k * M * k * (k * M * k)) = k * M * k := fun M hM =>
    CFC.sqrt_mul_self _ (Matrix.nonneg_iff_posSemidef.2 (posDef_congr hM hk).posSemidef)
  -- both conjugated matrices are the positive root of the same matrix
  have hXY : k * P * k = k * Q * k := by
    rw [← hroot P hP, ← hroot Q hQ, hsq, hsq, h]
  have hback : ∀ M : Matrix n n ℂ, k⁻¹ * (k * M * k) * k⁻¹ = M := by
    intro M
    calc _ = (k⁻¹ * k) * M * (k * k⁻¹) := by simp only [mul_assoc]
      _ = M := by rw [(inv_spec hk).1, (inv_spec hk).2, one_mul, mul_one]
  rw [← hback P, hXY, hback Q]
```

The statement `hsq` is the expansion of the square, `hroot` identifies $kMk$ as the positive root of its own square, and `hback` removes the factors $k$.

Now let $R'$ be any matrix for which $P = SR'$ is positive definite and $R'^\dagger N R' = S$. Because $P$ is Hermitian, $R'^\dagger S = SR'$. With $K = S^{-1} N S^{-1}$,

$$P K P = R'^\dagger S\, S^{-1} N S^{-1}\, S R' = R'^\dagger N R' = S .$$

The matrix $Q = SR$ satisfies the same equation. Therefore $SR' = SR$, and $R' = R$.

```lean
/-- For positive definite `S` and `N`, the X2C matrix `R` is the only matrix that satisfies
`R† N R = S` and makes `S R` positive definite. -/
theorem renorm_unique {S N : Matrix n n ℂ} (hS : S.PosDef) (hN : N.PosDef)
    (R : Matrix n n ℂ) : ((S * R).PosDef ∧ Rᴴ * N * R = S) ↔ R = renorm S N := by
  -- in terms of `S R` the metric condition is a quadratic equation
  have hquad : ∀ X : Matrix n n ℂ, (S * X).PosDef →
      S * X * (S⁻¹ * N * S⁻¹) * (S * X) = Xᴴ * N * X := by
    intro X hX
    have h : Xᴴ * S = S * X := by
      have h' := hX.isHermitian.eq
      rwa [conjTranspose_mul, hS.isHermitian.eq] at h'
    calc _ = Xᴴ * S * (S⁻¹ * N * S⁻¹) * (S * X) := by rw [h]
      _ = Xᴴ * (S * S⁻¹) * N * (S⁻¹ * S) * X := by simp only [mul_assoc]
      _ = Xᴴ * N * X := by rw [(inv_spec hS).1, (inv_spec hS).2, mul_one, mul_one]
  constructor
  · rintro ⟨hP, hR⟩
    have hQ := overlap_mul_renorm_posDef hS hN
    have h : S * R = S * renorm S N := by
      apply quadratic_unique (posDef_congr hN hS.inv) hP hQ
      rw [hquad R hP, hquad _ hQ, hR, renorm_metric hS hN]
    calc R = S⁻¹ * (S * R) := by rw [← mul_assoc, (inv_spec hS).2, one_mul]
      _ = S⁻¹ * (S * renorm S N) := by rw [h]
      _ = renorm S N := by rw [← mul_assoc, (inv_spec hS).2, one_mul]
  · rintro rfl
    exact ⟨overlap_mul_renorm_posDef hS hN, renorm_metric hS hN⟩
```

The theorem is an equivalence: a matrix `R` has both properties exactly when it equals `renorm S N`. The `R` in this statement is the arbitrary candidate, called $R'$ above. The letter `X` inside the proof is also an arbitrary matrix, not the decoupling matrix; `hquad` is the displayed computation for it, applied once to the candidate and once to `renorm S N`.

## The eigenvalue problem in the nonrelativistic metric

Substitute $v = Rw$ in $Lv = E\,Nv$ and multiply by $R^\dagger$:

$$R^\dagger L R\, w = E\, R^\dagger N R\, w = E\, S w .$$

The multiplication can be reversed. From $R^\dagger (NR) = S$ it follows that $\det R^\dagger \cdot \det(NR) = \det S \neq 0$, so $R^\dagger$ is invertible and no solutions are added. The two equations are equivalent for every $w$ and every $E$.

```lean
/-- For positive definite `S` and `N`, the vector `R w` solves the eigenvalue equation of `L`
with metric `N` exactly when `w` solves that of `R† L R` with metric `S`, at the same `E`. -/
theorem renorm_eigen_iff {S N : Matrix n n ℂ} (hS : S.PosDef) (hN : N.PosDef)
    (L : Matrix n n ℂ) (E : ℂ) (w : n → ℂ) :
    ((renorm S N)ᴴ * L * renorm S N) *ᵥ w = E • (S *ᵥ w) ↔
      L *ᵥ (renorm S N *ᵥ w) = E • (N *ᵥ (renorm S N *ᵥ w)) := by
  have hm := renorm_metric hS hN
  set R := renorm S N
  have hd : IsUnit (Rᴴ.det * (N * R).det) := by
    rw [← Matrix.det_mul, ← mul_assoc, hm]
    exact (Matrix.isUnit_iff_isUnit_det S).1 hS.isUnit
  have hinj : Function.Injective Rᴴ.mulVec := Matrix.mulVec_injective_of_isUnit
    ((Matrix.isUnit_iff_isUnit_det _).2 (isUnit_of_mul_isUnit_left hd))
  have hL : (Rᴴ * L * R) *ᵥ w = Rᴴ *ᵥ (L *ᵥ (R *ᵥ w)) := by
    simp only [Matrix.mulVec_mulVec, mul_assoc]
  have hE : E • (S *ᵥ w) = Rᴴ *ᵥ (E • (N *ᵥ (R *ᵥ w))) := by
    rw [Matrix.mulVec_smul, Matrix.mulVec_mulVec, Matrix.mulVec_mulVec, hm]
  rw [hL, hE]
  exact hinj.eq_iff

end

end X2CRenormalisation
```

The symbol `*ᵥ` applies a matrix to a vector, and `•` multiplies by a number. In the proof, `hd` and `hinj` give the injectivity of $R^\dagger$, while `hL` and `hE` write the two sides of the transformed equation as $R^\dagger$ applied to the two sides of the original one.

The statement places no condition on $L$, which need not be Hermitian, and $E$ may be complex. The vector $w$ may also be zero, in which case both equations hold trivially. For an actual orbital one takes $w \neq 0$; then $Rw \neq 0$ as well, because $R$ is invertible. Invertibility also means that every $v$ has the form $Rw$, so no level of the original problem is lost.

In electronic structure work, $R^\dagger L R$ is the one-electron X2C Hamiltonian that takes the place of the nonrelativistic core Hamiltonian, and the equivalence concerns this one-electron problem in a finite basis. The equivalence does not cover the two-electron interaction or the operators for molecular properties, which the elimination of the small component also changes.

```lean
#print axioms X2CRenormalisation.renorm_metric
-- 'X2CRenormalisation.renorm_metric' depends on axioms: [propext, Classical.choice, Quot.sound]
#print axioms X2CRenormalisation.renorm_sq
-- 'X2CRenormalisation.renorm_sq' depends on axioms: [propext, Classical.choice, Quot.sound]
#print axioms X2CRenormalisation.renorm_unique
-- 'X2CRenormalisation.renorm_unique' depends on axioms: [propext, Classical.choice, Quot.sound]
#print axioms X2CRenormalisation.renorm_eigen_iff
-- 'X2CRenormalisation.renorm_eigen_iff' depends on axioms: [propext, Classical.choice, Quot.sound]
```
